# For continuous F, the global enhancement bound over all positive C¹ densities on [0,1] is equivalent to F(s) ≤ C for every s ≥ 0

## A violation that test densities can hide

Suppose an enhancement factor exceeds its allowed constant $C$ for some values of the reduced gradient. Someone evaluates the integrated energy for a set of test densities, finds the bound satisfied each time, and concludes that the excess is harmless because regions with smaller $F$ compensate for it. The conclusion does not follow. The test densities may all average over many gradients, while the class of densities for which the bound is required may contain one that sits entirely at the offending value and has nothing to compensate with.

On the unit interval such a density exists for every reduced gradient $s\ge 0$, and it can be given any prescribed positive electron number. It does not vanish at the ends of the interval, so it is a model density, not the density of an atom or a molecule.

## Exchange energies and the constant C

A generalised gradient approximation for exchange multiplies the local-density integrand $n^{4/3}$ of a three-dimensional, spin-unpolarised system by a factor $F(s)$, where $s$ measures how fast the density $n$ varies. The exchange energy is this integral times a negative prefactor, so a lower bound on the energy becomes an upper bound on the integral of $n^{4/3}F(s)$. The constant $C$ stands for the strength of such a bound, as in the Lieb–Oxford inequality for the indirect Coulomb energy. That inequality is not derived here: $C$ is an arbitrary real number, and the question is only what a bound with this $C$ demands of $F$.

For a positive density $n$ on $[0,1]$ with continuous derivative $n'$, define

$$
s(x)=\frac{|n'(x)|}{n(x)^{4/3}},\qquad
L[n]=\int_0^1 n^{4/3}\,dx,\qquad
E_F[n]=\int_0^1 n^{4/3}F(s(x))\,dx .
$$

The **global bound** is $E_F[n]\le C\,L[n]$ for all densities considered. The **local bound** is $F(s)\le C$ for all $s\ge0$. One may picture a density in a unit cube that varies along one axis only; the integrals over the cube then reduce to these.

For exchange functionals of this form, with $F$ depending on $s$ alone, the result means that within this one-dimensional, finite-interval model a global bound required of every density leaves no room for $F$ to exceed $C$ anywhere.

## The equivalence at fixed electron number

Let $F$ be continuous on $[0,\infty)$, let $C$ be real and let $N>0$. The theorem `global_iff_local_fixed_number` says that the global bound holds for all densities with $\int_0^1 n\,dx=N$ if and only if the local bound holds. The theorem `global_iff_local` says the same with no constraint on the electron number.

The Lean objects correspond to the physics as follows.

- `IsDensity n n'` says that `n` is positive on $[0,1]$, that `n'` is its derivative there (one-sided at the endpoints), and that `n'` is continuous. Values outside the interval play no role.
- `reducedGradient`, `electronNumber`, `localEnergy` and `enhancedEnergy` are $s(x)$, $\int_0^1 n\,dx$, $L[n]$ and $E_F[n]$.
- `ContinuousOn F (Ici 0)` is continuity of $F$ on $s\ge0$.

The usual numerical prefactors of the exchange energy and of $s$ are left out, so $C$ corresponds to the constant of the energy bound divided by the magnitude of the local-density prefactor. The number $N$ may be any positive real, not only an integer. Densities need not vanish at the ends of the interval, and the theorems do not treat densities on all of space, densities with zeros, or smaller classes such as ground-state densities.

## From the local bound to the global one

If $F(s)\le C$ for all $s\ge0$, multiply by $n(x)^{4/3}>0$:

$$
n(x)^{4/3}F(s(x))\le C\,n(x)^{4/3}.
$$

Both sides are continuous on $[0,1]$, and integration gives $E_F[n]\le C\,L[n]$.

## A density with constant reduced gradient

For the converse, fix $s\ge0$ and look for a density whose reduced gradient is $s$ everywhere. A decreasing one satisfies $n'=-s\,n^{4/3}$. Put $n=u^{-3}$ with $u>0$. Then $n'=-3u^{-4}u'$ and $n^{4/3}=u^{-4}$, so $u'=s/3$. Hence

$$
u(x)=a+\frac{s x}{3},\qquad n(x)=\Big(a+\frac{s x}{3}\Big)^{-3},\qquad a>0 .
$$

Its electron number, for $s>0$ and with $b=a+s/3$, is

$$
\int_0^1 u^{-3}\,dx=\frac{3}{2s}\Big(\frac1{a^2}-\frac1{b^2}\Big)
=\frac{3}{2s}\,\frac{(b-a)(b+a)}{a^2b^2}
=\frac{a+s/6}{a^2(a+s/3)^2}.
$$

At $s=0$ the density is the constant $a^{-3}$, and the last expression gives the same value.

This number depends continuously on $a$, grows without limit as $a\to0^+$ and tends to zero as $a\to\infty$. By the intermediate value theorem, some $a>0$ makes it equal to $N$. On that density $F(s(x))$ is the constant $F(s)$, so

$$
F(s)\,L[n]=E_F[n]\le C\,L[n].
$$

Since $L[n]>0$, division gives $F(s)\le C$. As $s$ was arbitrary, the local bound follows.

## Three electrons at s = 3/2

Take $a=1/2$ and $s=3/2$. Then $u=(1+x)/2$ and

$$
n(x)=\frac{8}{(1+x)^3},\qquad \int_0^1 n\,dx=3,\qquad
L[n]=\int_0^1\frac{16}{(1+x)^4}\,dx=\frac{14}{3}.
$$

Let $F(s)=1+s^2/3$ and $C=3/2$. Since $F(3/2)=7/4$, the enhanced energy is $\tfrac74\cdot\tfrac{14}{3}=\tfrac{49}{6}\approx8.17$, while the bound allows $\tfrac32\cdot\tfrac{14}{3}=7$. The global bound fails.

The uniform density $n=3$ has the same electron number but $s=0$ and $F(0)=1$. It satisfies the bound and reveals nothing about the violation.

## The Lean file

```lean
import Mathlib

open Set

namespace EnhancementBounds

noncomputable section

/-- A positive, continuously differentiable density `n` on the unit interval, with gradient `n'`. -/
structure IsDensity (n n' : ℝ → ℝ) : Prop where
  pos : ∀ x ∈ Icc (0 : ℝ) 1, 0 < n x
  deriv : ∀ x ∈ Icc (0 : ℝ) 1, HasDerivWithinAt n (n' x) (Icc 0 1) x
  cont : ContinuousOn n' (Icc 0 1)

/-- The reduced density gradient `s = |n'| / n^(4/3)`. -/
def reducedGradient (n n' : ℝ → ℝ) (x : ℝ) : ℝ := |n' x| / (n x) ^ (4 / 3 : ℝ)

/-- The number of electrons in the unit interval. -/
def electronNumber (n : ℝ → ℝ) : ℝ := ∫ x in (0 : ℝ)..1, n x

/-- The local-density integral of `n^(4/3)`. -/
def localEnergy (n : ℝ → ℝ) : ℝ := ∫ x in (0 : ℝ)..1, (n x) ^ (4 / 3 : ℝ)

/-- The gradient-corrected integral of `n^(4/3) F(s)` with enhancement factor `F`. -/
def enhancedEnergy (F n n' : ℝ → ℝ) : ℝ :=
  ∫ x in (0 : ℝ)..1, (n x) ^ (4 / 3 : ℝ) * F (reducedGradient n n' x)

/-- The density profile `(a + s x / 3)^(-3)`. -/
def profile (a s x : ℝ) : ℝ := ((a + s * x / 3) ^ 3)⁻¹

/-- The gradient `-s (a + s x / 3)^(-4)` of the profile. -/
def profileSlope (a s x : ℝ) : ℝ := -s * ((a + s * x / 3) ^ 4)⁻¹

lemma base_pos {a s x : ℝ} (ha : 0 < a) (hs : 0 ≤ s) (hx : x ∈ Icc (0 : ℝ) 1) :
    0 < a + s * x / 3 := by
  have := mul_nonneg hs hx.1
  linarith

lemma hasDerivAt_base (a s x : ℝ) : HasDerivAt (fun y : ℝ => a + s * y / 3) (s / 3) x :=
  ((((hasDerivAt_id' x).const_mul s).div_const 3).const_add a).congr_deriv (by ring)

lemma IsDensity.continuousOn_rpow {n n' : ℝ → ℝ} (h : IsDensity n n') :
    ContinuousOn (fun x => (n x) ^ (4 / 3 : ℝ)) (Icc 0 1) :=
  ContinuousOn.rpow_const (fun x hx => (h.deriv x hx).continuousWithinAt)
    (fun x hx => Or.inl (h.pos x hx).ne')

/-- For `a > 0` and `s ≥ 0` the profile is a positive, continuously differentiable density. -/
theorem profile_isDensity {a s : ℝ} (ha : 0 < a) (hs : 0 ≤ s) :
    IsDensity (profile a s) (profileSlope a s) where
  pos x hx := inv_pos.mpr (pow_pos (base_pos ha hs hx) 3)
  deriv x hx := by
    have hu := (base_pos ha hs hx).ne'
    have key : ∀ u : ℝ, u ≠ 0 → -(3 * u ^ 2 * (s / 3)) / (u ^ 3) ^ 2 = -s * (u ^ 4)⁻¹ := by
      intro u hu
      field_simp
    have h : HasDerivAt (fun y : ℝ => ((a + s * y / 3) ^ 3)⁻¹)
        (-s * ((a + s * x / 3) ^ 4)⁻¹) x :=
      (((hasDerivAt_base a s x).fun_pow 3).inv (pow_ne_zero 3 hu)).congr_deriv (by
        simp only [Nat.cast_ofNat, Nat.reduceSub]
        exact key _ hu)
    exact h.hasDerivWithinAt
  cont := ContinuousOn.mul continuousOn_const
    (ContinuousOn.inv₀ (by fun_prop) (fun x hx => pow_ne_zero 4 (base_pos ha hs hx).ne'))

/-- For `a > 0` and `s ≥ 0` the reduced gradient of the profile equals `s` at every point of the
unit interval. -/
theorem reducedGradient_profile {a s x : ℝ} (ha : 0 < a) (hs : 0 ≤ s)
    (hx : x ∈ Icc (0 : ℝ) 1) : reducedGradient (profile a s) (profileSlope a s) x = s := by
  have hu := base_pos ha hs hx
  unfold reducedGradient profile profileSlope
  generalize a + s * x / 3 = u at hu
  have hr : ((u ^ 3)⁻¹) ^ (4 / 3 : ℝ) = (u ^ 4)⁻¹ := by
    rw [Real.inv_rpow (by positivity), ← Real.rpow_natCast u 3, ← Real.rpow_mul hu.le,
      ← Real.rpow_natCast u 4]
    norm_num
  have hp : 0 < (u ^ 4)⁻¹ := by positivity
  rw [hr, abs_mul, abs_neg, abs_of_nonneg hs, abs_of_pos hp]
  exact mul_div_cancel_right₀ s hp.ne'

/-- The electron number of the profile in closed form, for `a > 0` and `s ≥ 0`. -/
theorem electronNumber_profile {a s : ℝ} (ha : 0 < a) (hs : 0 ≤ s) :
    electronNumber (profile a s) = (a + s / 6) / (a ^ 2 * (a + s / 3) ^ 2) := by
  have key : ∀ u p : ℝ, u ≠ 0 → u ^ 2 - 2 * s / 3 * p = a ^ 2 →
      (u * (a ^ 2 * (u * u)) - p * (a ^ 2 * (s / 3 * u + u * (s / 3)))) /
        (a ^ 2 * (u * u)) ^ 2 = (u ^ 3)⁻¹ := by
    intro u p hu h
    have e : u * (a ^ 2 * (u * u)) - p * (a ^ 2 * (s / 3 * u + u * (s / 3)))
        = a ^ 2 * u * a ^ 2 := by linear_combination a ^ 2 * u * h
    rw [e]
    field_simp
  -- an explicit antiderivative, regular also at s = 0
  have hd : ∀ x ∈ uIcc (0 : ℝ) 1, HasDerivAt
      (fun y : ℝ => (a * y + s * (y * y) / 6) / (a ^ 2 * ((a + s * y / 3) * (a + s * y / 3))))
      (profile a s x) x := by
    intro x hx
    rw [uIcc_of_le zero_le_one] at hx
    have hu := (base_pos ha hs hx).ne'
    have h1 := hasDerivAt_base a s x
    have hnum : HasDerivAt (fun y : ℝ => a * y + s * (y * y) / 6) (a + s * x / 3) x :=
      (((hasDerivAt_id' x).const_mul a).fun_add
        ((((hasDerivAt_id' x).fun_mul (hasDerivAt_id' x)).const_mul s).div_const 6)).congr_deriv
        (by ring)
    exact (hnum.fun_div ((h1.fun_mul h1).const_mul (a ^ 2))
      (mul_ne_zero (pow_ne_zero 2 ha.ne') (mul_ne_zero hu hu))).congr_deriv
      (key _ _ hu (by ring))
  have hc : ContinuousOn (profile a s) (Icc 0 1) :=
    fun x hx => ((profile_isDensity ha hs).deriv x hx).continuousWithinAt
  refine (intervalIntegral.integral_eq_sub_of_hasDerivAt hd
    (hc.intervalIntegrable_of_Icc zero_le_one)).trans ?_
  simp only [mul_one, mul_zero, zero_div, add_zero, sub_zero]
  ring

/-- For every `s ≥ 0` and every `N > 0` some profile with parameter `s` holds `N` electrons. -/
theorem exists_profile_electronNumber {s N : ℝ} (hs : 0 ≤ s) (hN : 0 < N) :
    ∃ a, 0 < a ∧ electronNumber (profile a s) = N := by
  -- a small parameter gives too many electrons, a large one too few
  obtain ⟨l, hl, hl1, hlN⟩ : ∃ l : ℝ, 0 < l ∧ l ≤ 1 ∧ 2 * N * l * (1 + s / 3) ≤ 1 := by
    have hD : 0 < 1 + 2 * N * (1 + s / 3) := by positivity
    have hi : (1 + 2 * N * (1 + s / 3))⁻¹ * (1 + 2 * N * (1 + s / 3)) = 1 :=
      inv_mul_cancel₀ hD.ne'
    have hp := inv_pos.mpr hD
    generalize (1 + 2 * N * (1 + s / 3))⁻¹ = l at hi hp
    have h0 : 0 ≤ l * (2 * N * (1 + s / 3)) := by positivity
    exact ⟨l, hp, by linarith, by linarith⟩
  obtain ⟨m, hm, hmN⟩ : ∃ m : ℝ, 1 ≤ m ∧ 1 ≤ N * m := by
    refine ⟨1 + N⁻¹, by linarith [inv_pos.mpr hN], ?_⟩
    rw [mul_add, mul_inv_cancel₀ hN.ne']
    linarith
  have hlow : N * (l ^ 2 * (l + s / 3) ^ 2) - (l + s / 6) ≤ 0 := by
    have h1 : 2 * N * l * (l + s / 3) ≤ 1 :=
      le_trans (by gcongr) hlN
    have h2 : 0 ≤ l * (l + s / 3) := by positivity
    have h3 := mul_le_mul_of_nonneg_right h1 h2
    have h4 : l * (l + s / 3) ≤ 1 * (l + s / 3) := by gcongr
    linarith
  have hhigh : 0 ≤ N * (m ^ 2 * (m + s / 3) ^ 2) - (m + s / 6) := by
    have h1 : 1 ≤ m + s / 3 := by linarith
    have h2 : 0 ≤ m * (m + s / 3) ^ 2 := by positivity
    have h3 := mul_le_mul_of_nonneg_right hmN h2
    have h4 := mul_le_mul_of_nonneg_right hm (sq_nonneg (m + s / 3))
    have h5 : m + s / 3 ≤ (m + s / 3) ^ 2 := by nlinarith
    linarith
  have hc : ContinuousOn (fun a : ℝ => N * (a ^ 2 * (a + s / 3) ^ 2) - (a + s / 6))
      (Icc l m) := by fun_prop
  obtain ⟨a, ha, h⟩ := intermediate_value_Icc (hl1.trans hm) hc ⟨hlow, hhigh⟩
  have h' : N * (a ^ 2 * (a + s / 3) ^ 2) - (a + s / 6) = 0 := h
  have hpos : 0 < a := lt_of_lt_of_le hl ha.1
  refine ⟨a, hpos, ?_⟩
  rw [electronNumber_profile hpos hs, div_eq_iff (by positivity)]
  linarith

/-- For `F` continuous on `s ≥ 0`, the local bound `F(s) ≤ C` for all `s ≥ 0` gives the global bound
for every density. -/
theorem global_of_local {F : ℝ → ℝ} {C : ℝ} (hF : ContinuousOn F (Ici 0))
    (hC : ∀ s, 0 ≤ s → F s ≤ C) {n n' : ℝ → ℝ} (h : IsDensity n n') :
    enhancedEnergy F n n' ≤ C * localEnergy n := by
  have hr := h.continuousOn_rpow
  have hpos : ∀ x ∈ Icc (0 : ℝ) 1, 0 < (n x) ^ (4 / 3 : ℝ) :=
    fun x hx => Real.rpow_pos_of_pos (h.pos x hx) _
  have hg : ContinuousOn (reducedGradient n n') (Icc 0 1) :=
    h.cont.abs.div hr (fun x hx => (hpos x hx).ne')
  have hmaps : MapsTo (reducedGradient n n') (Icc 0 1) (Ici 0) :=
    fun x hx => div_nonneg (abs_nonneg _) (hpos x hx).le
  unfold enhancedEnergy localEnergy
  rw [← intervalIntegral.integral_const_mul]
  refine intervalIntegral.integral_mono_on zero_le_one
    ((hr.mul (hF.comp hg hmaps)).intervalIntegrable_of_Icc zero_le_one)
    ((continuousOn_const.mul hr).intervalIntegrable_of_Icc zero_le_one) ?_
  intro x hx
  have := mul_le_mul_of_nonneg_left (hC _ (hmaps hx)) (hpos x hx).le
  linarith

/-- Let `F` be continuous on `s ≥ 0`. At any fixed electron number `N > 0`, the global bound holds
for all densities if and only if the enhancement factor obeys `F(s) ≤ C` for every `s ≥ 0`. -/
theorem global_iff_local_fixed_number {F : ℝ → ℝ} {C N : ℝ} (hF : ContinuousOn F (Ici 0))
    (hN : 0 < N) :
    (∀ n n', IsDensity n n' → electronNumber n = N →
      enhancedEnergy F n n' ≤ C * localEnergy n) ↔ ∀ s, 0 ≤ s → F s ≤ C := by
  refine ⟨fun H s hs => ?_, fun hC n n' h _ => global_of_local hF hC h⟩
  obtain ⟨a, ha, haN⟩ := exists_profile_electronNumber hs hN
  have hd := profile_isDensity ha hs
  -- on the profile the enhancement factor is the constant F s
  have he : enhancedEnergy F (profile a s) (profileSlope a s)
      = F s * localEnergy (profile a s) := by
    unfold enhancedEnergy localEnergy
    rw [← intervalIntegral.integral_const_mul]
    refine intervalIntegral.integral_congr fun x hx => ?_
    rw [uIcc_of_le zero_le_one] at hx
    simp only [reducedGradient_profile ha hs hx]
    ring
  have hpos : 0 < localEnergy (profile a s) :=
    intervalIntegral.intervalIntegral_pos_of_pos_on
      (hd.continuousOn_rpow.intervalIntegrable_of_Icc zero_le_one)
      (fun x hx => Real.rpow_pos_of_pos (hd.pos x (Ioo_subset_Icc_self hx)) _) zero_lt_one
  have hb := H _ _ hd haN
  rw [he] at hb
  exact le_of_mul_le_mul_right hb hpos

/-- Let `F` be continuous on `s ≥ 0`. The global bound holds for all densities, of any electron
number, if and only if `F(s) ≤ C` for every `s ≥ 0`. -/
theorem global_iff_local {F : ℝ → ℝ} {C : ℝ} (hF : ContinuousOn F (Ici 0)) :
    (∀ n n', IsDensity n n' → enhancedEnergy F n n' ≤ C * localEnergy n) ↔
      ∀ s, 0 ≤ s → F s ≤ C :=
  ⟨fun H => (global_iff_local_fixed_number hF one_pos).mp fun n n' h _ => H n n' h,
    fun hC _ _ h => global_of_local hF hC h⟩

end

end EnhancementBounds
```

```lean
#print axioms EnhancementBounds.global_iff_local_fixed_number
#print axioms EnhancementBounds.global_iff_local
```

```
'EnhancementBounds.global_iff_local_fixed_number' depends on axioms: [propext, Classical.choice, Quot.sound]
'EnhancementBounds.global_iff_local' depends on axioms: [propext, Classical.choice, Quot.sound]
```

## How the profile is checked

The constant-gradient density is `profile a s`, and its derivative is `profileSlope a s`. The lemma `base_pos` shows that $u=a+sx/3$ is positive on the interval, and `hasDerivAt_base` shows that its slope is $s/3$. With these, `profile_isDensity` differentiates $u^{-3}$ by the chain rule and verifies the three conditions of `IsDensity`.

In `reducedGradient_profile`, the laws for real powers turn $(u^{-3})^{4/3}$ into $u^{-4}$. This factor then cancels against the one in the slope and leaves $s$.

The derivation above divided by $s$ and treated $s=0$ separately. The proof of `electronNumber_profile` avoids the split by using the antiderivative

$$
G(x)=\frac{p(x)}{a^2u(x)^2},\qquad p(x)=ax+\frac{s x^2}{6}.
$$

Here $p'=u$ and $u^2-\tfrac{2s}{3}p=a^2$, so

$$
G'=\frac{u^2-\tfrac{2s}{3}p}{a^2u^3}=u^{-3}.
$$

The local statement `key` contains this algebra. The fundamental theorem of calculus then gives $G(1)-G(0)$, which is the closed form.

## How the electron number is fixed

Instead of taking limits in $a$, `exists_profile_electronNumber` clears the denominator and seeks a zero of

$$
q(a)=N a^2\Big(a+\frac s3\Big)^2-\Big(a+\frac s6\Big).
$$

It supplies two explicit points, $l=1/(1+2N(1+s/3))$ and $m=1+1/N$. At the first, $l\le1$ and $2Nl(l+s/3)\le1$, so

$$
N l^2\Big(l+\frac s3\Big)^2\le\frac12\,l\Big(l+\frac s3\Big)\le\frac12\Big(l+\frac s3\Big)\le l+\frac s6 .
$$

At the second, $Nm\ge1$ and $m\ge1$, so

$$
N m^2\Big(m+\frac s3\Big)^2\ge m\Big(m+\frac s3\Big)^2\ge\Big(m+\frac s3\Big)^2\ge m+\frac s6 .
$$

These are `hlow` and `hhigh`. They give $q(l)\le0\le q(m)$, and `intermediate_value_Icc` returns a zero between the two points. It is positive because $l$ is, and the closed form turns $q(a)=0$ into electron number $N$.

## How the two directions are joined

The theorem `global_of_local` integrates the pointwise inequality with `intervalIntegral.integral_mono_on`. Integrability comes from continuity: `IsDensity.continuousOn_rpow` handles $n^{4/3}$, and `hg` and `hmaps` show that the reduced gradient is continuous and nonnegative, so that $F$ can be composed with it. The continuity of $F$ is used only in this direction.

In `global_iff_local_fixed_number`, the converse takes the profile with $N$ electrons. The step `he` replaces $F(s(x))$ by $F(s)$ under the integral and moves it outside, `hpos` records that the local energy is positive, and `le_of_mul_le_mul_right` cancels that energy from the inequality.

Finally, `global_iff_local` applies the fixed-number theorem at $N=1$: a bound valid for all densities holds in particular for those with one electron, and these already force $F(s)\le C$ for every $s\ge0$.
